# Quotient-difference steps keep positive data positive and preserve the spectrum

To find the energy levels of a tridiagonal Hamiltonian, an eigenvalue routine can overwrite the matrix coefficients again and again until the levels can be read off the diagonal. If no overwrite changes the eigenvalues, the levels found at the end are those of the original matrix; and an overwrite that involves divisions is well defined if none of them is by zero. For the quotient-difference step without shifts, positive starting data secure both.

Such data arise from a finite Lanczos run without breakdown on a Hamiltonian shifted to be positive definite, once the basis vectors are rescaled to make the superdiagonal one and the resulting matrix is factored into the bidiagonal matrices $L$ and $R$ below.

## The step as a reversed product

Let $q_0,\dots,q_n>0$, $e_0,\dots,e_{n-1}>0$ and $e_n=0$, and set $e_{-1}=0$. Put $d_0=q_0$ and
$$Q_i=d_i+e_i,\qquad E_i=\frac{e_iq_{i+1}}{Q_i},\qquad d_{i+1}=\frac{d_iq_{i+1}}{Q_i},$$
with $E_n=E_{-1}=0$. The $Q_i$ are numbers, not the orthogonal matrix of a QR factorization.

If $d_i>0$ and $i<n$, then $Q_i>0$, hence $E_i>0$ and $d_{i+1}>0$. By induction all new data are positive, and $Q_n=d_n$.

Let $J$ be the tridiagonal matrix with diagonal $q_i+e_{i-1}$, unit superdiagonal and subdiagonal $e_iq_i$. Let $L$ have unit diagonal and subdiagonal $e_i$, and let $R$ (often written $U$) have diagonal $q_i$ and unit superdiagonal. Multiplying out gives $J=LR$. The reversed product $RL$ has unit superdiagonal and
$$(RL)_{ii}=q_i+e_i,\qquad (RL)_{i+1,i}=e_iq_{i+1}.$$
In the last corner the entry is $q_n$, which agrees because $e_n=0$.

The matrix $J'$ of the new data has the same entries. Its first diagonal entry is $Q_0=q_0+e_0$, and the later ones are
$$Q_{i+1}+E_i=\frac{(d_i+e_i)q_{i+1}}{Q_i}+e_{i+1}=q_{i+1}+e_{i+1}.$$
Its subdiagonal is $E_iQ_i=e_iq_{i+1}$. So $J'=RL$. Since $\det L=1$, $L$ is invertible and
$$J'=L^{-1}(LR)L=L^{-1}JL.$$
Similar matrices have equal characteristic polynomials, and the new data meet the original conditions, so the step can be repeated.

A neighbouring identity follows by hand from the same factorization: taking determinants of $J$ and $J'$ gives $\prod_i Q_i=\prod_i q_i$.

## Coefficients and matrices in Lean

Coefficients are real sequences on all natural numbers, of which only the entries up to `n` matter; matrices have size `n + 1`. The function `prev` supplies $e_{i-1}$ with its zero at the start, and `aux` is $d$.

```lean
import Mathlib

open Finset

namespace QuotientDifference

noncomputable section

/-- The sequence moved down by one place, with the value zero put in front. -/
def prev (f : ℕ → ℝ) : ℕ → ℝ
  | 0 => 0
  | i + 1 => f i

/-- The auxiliary quantities `d` of the differential quotient-difference step,
for data with `d i + e i ≠ 0`. -/
def aux (q e : ℕ → ℝ) : ℕ → ℝ
  | 0 => q 0
  | i + 1 => aux q e i * q (i + 1) / (aux q e i + e i)

/-- The new quotients `Q i = d i + e i`. -/
def newQ (q e : ℕ → ℝ) (i : ℕ) : ℝ := aux q e i + e i

/-- The new differences `E i = e i * q (i + 1) / Q i`, for data with `Q i ≠ 0`. -/
def newE (q e : ℕ → ℝ) (i : ℕ) : ℝ := e i * q (i + 1) / newQ q e i
```

`Admissible` collects the conditions on the data. For `n = 0` it leaves one positive number, which the step does not change.

```lean
/-- Admissible data for a matrix of size `n + 1`: positive `q 0, ..., q n`,
positive `e 0, ..., e (n - 1)`, and `e n = 0`. -/
structure Admissible (n : ℕ) (q e : ℕ → ℝ) : Prop where
  q_pos : ∀ i, i ≤ n → 0 < q i
  e_pos : ∀ i, i < n → 0 < e i
  e_last : e n = 0
```

The matrix `tri` is defined by its three diagonals, independently of the factors `lower` ($L$) and `upper` ($R$), so similarity is not built into its definition.

```lean
/-- The tridiagonal matrix with diagonal `q i + e (i - 1)` (first entry `q 0`),
unit superdiagonal and subdiagonal `e i * q i`. -/
def tri (n : ℕ) (q e : ℕ → ℝ) : Matrix (Fin (n + 1)) (Fin (n + 1)) ℝ :=
  Matrix.of fun i j =>
    (if (i : ℕ) = j then q i + prev e i else 0) + (if (i : ℕ) + 1 = j then 1 else 0)
      + (if (i : ℕ) = j + 1 then e j * q j else 0)

/-- The lower bidiagonal factor: unit diagonal and subdiagonal `e`. -/
def lower (n : ℕ) (e : ℕ → ℝ) : Matrix (Fin (n + 1)) (Fin (n + 1)) ℝ :=
  Matrix.of fun i j =>
    (if (i : ℕ) = j then 1 else 0) + (if (i : ℕ) = j + 1 then e j else 0)

/-- The upper bidiagonal factor: diagonal `q` and unit superdiagonal. -/
def upper (n : ℕ) (q : ℕ → ℝ) : Matrix (Fin (n + 1)) (Fin (n + 1)) ℝ :=
  Matrix.of fun i j =>
    (if (i : ℕ) = j then q i else 0) + (if (i : ℕ) + 1 = j then 1 else 0)
```

## The two products

Two row formulas state how $L$ and $R$ act on a vector $f$: $(Lf)_i=f_i+e_{i-1}f_{i-1}$ and $(Rf)_i=q_if_i+f_{i+1}$, without the last term when $i=n$.

```lean
/-- The lower factor adds to each component after the first the product of `e` and `f`
one place before it. -/
theorem lower_sum (n : ℕ) (e f : ℕ → ℝ) (i : Fin (n + 1)) :
    ∑ k : Fin (n + 1), lower n e i k * f k = f i + prev (fun k => e k * f k) i := by
  refine (Fin.sum_univ_eq_sum_range (fun k => ((if (i : ℕ) = k then (1 : ℝ) else 0)
    + (if (i : ℕ) = k + 1 then e k else 0)) * f k) (n + 1)).trans ?_
  obtain ⟨i, hi⟩ := i
  cases i with
  | zero => simp [prev, ite_mul]
  | succ m =>
    have h1 : m < n + 1 := by omega
    have h2 : m < n := by omega
    simp [prev, add_mul, ite_mul, sum_add_distrib, h1, h2]

/-- The upper factor multiplies each component by `q` and adds the next component,
if there is one. -/
theorem upper_sum (n : ℕ) (q f : ℕ → ℝ) (i : Fin (n + 1)) :
    ∑ k : Fin (n + 1), upper n q i k * f k
      = q i * f i + (if (i : ℕ) < n then f (i + 1) else 0) := by
  refine (Fin.sum_univ_eq_sum_range (fun k => ((if (i : ℕ) = k then q i else 0)
    + (if (i : ℕ) + 1 = k then (1 : ℝ) else 0)) * f k) (n + 1)).trans ?_
  have hi := i.isLt
  simp [add_mul, ite_mul, sum_add_distrib]
  -- a row index beyond `n` does not occur
  intro hlt
  exact absurd hlt (by omega)
```

Taking a column of $R$ for $f$ yields $LR=J$, for arbitrary coefficients. In the proof, `simp` settles the first row. The later rows are split into cases by index; `omega` discards the impossible ones and `ring` settles the rest.

```lean
/-- The tridiagonal matrix is the product of its lower and upper bidiagonal factors. -/
theorem lower_mul_upper (n : ℕ) (q e : ℕ → ℝ) : lower n e * upper n q = tri n q e := by
  ext i j
  rw [Matrix.mul_apply]
  refine (lower_sum n e (fun k => (if k = (j : ℕ) then q k else 0)
    + (if k + 1 = (j : ℕ) then 1 else 0)) i).trans ?_
  obtain ⟨i, hi⟩ := i
  obtain ⟨j, hj⟩ := j
  cases i with
  | zero => simp [tri, prev]
  | succ m =>
    simp only [tri, prev, Matrix.of_apply]
    split_ifs <;> first | omega | (subst_vars; ring)
```

Positivity of $d$ is the induction above.

```lean
/-- For admissible data the auxiliary quantities `d 0, ..., d n` are positive. -/
theorem aux_pos {n : ℕ} {q e : ℕ → ℝ} (h : Admissible n q e) :
    ∀ i, i ≤ n → 0 < aux q e i := by
  intro i
  induction i with
  | zero => intro hi; simpa [aux] using h.q_pos 0 hi
  | succ m ih =>
    intro hi
    have hd := ih (by omega)
    have he := h.e_pos m (by omega)
    have hq := h.q_pos (m + 1) hi
    rw [aux]
    positivity
```

In the next proof, `hdiag` and `hsub` are the diagonal and subdiagonal identities for the new data. The cases are then subdiagonal, diagonal and all other entries, with the last corner treated separately.

```lean
/-- For admissible data, multiplying the old factors in reverse order gives the
tridiagonal matrix of the new data. -/
theorem upper_mul_lower {n : ℕ} {q e : ℕ → ℝ} (h : Admissible n q e) :
    upper n q * lower n e = tri n (newQ q e) (newE q e) := by
  -- the new diagonal and subdiagonal in terms of the old data
  have hdiag : ∀ i, i ≤ n → newQ q e i + prev (newE q e) i = q i + e i := by
    intro i hi
    cases i with
    | zero => simp [newQ, prev, aux]
    | succ m =>
      have hd := aux_pos h m (by omega)
      have he := h.e_pos m (by omega)
      have hne : aux q e m + e m ≠ 0 := by positivity
      simp only [newQ, newE, prev, aux]
      field_simp
      ring
  have hsub : ∀ j, j < n → newE q e j * newQ q e j = e j * q (j + 1) := by
    intro j hj
    have hd := aux_pos h j hj.le
    have he := h.e_pos j hj
    have hne : newQ q e j ≠ 0 := (add_pos hd he).ne'
    exact div_mul_cancel₀ _ hne
  ext i j
  rw [Matrix.mul_apply]
  refine (upper_sum n q (fun k => (if k = (j : ℕ) then 1 else 0)
    + (if k = (j : ℕ) + 1 then e j else 0)) i).trans ?_
  obtain ⟨i, hi⟩ := i
  obtain ⟨j, hj⟩ := j
  simp only [tri, Matrix.of_apply]
  rw [hdiag i (by omega)]
  by_cases h1 : i = j + 1
  · subst h1
    have hs := hsub j (by omega)
    split_ifs <;> first | omega | linear_combination -hs
  · by_cases h2 : i = j
    · subst h2
      by_cases h3 : i < n
      · split_ifs <;> first | omega | ring
      · -- the last corner, where `e n = 0` enters
        have h4 : e i = 0 := by
          rw [show i = n by omega]
          exact h.e_last
        split_ifs <;> first | omega | linear_combination -h4
    · split_ifs <;> first | omega | ring
```

## Similarity and repeated steps

The determinant of a triangular matrix is the product of its diagonal entries, here all one.

```lean
/-- The lower bidiagonal factor has determinant one. -/
theorem det_lower (n : ℕ) (e : ℕ → ℝ) : (lower n e).det = 1 := by
  rw [Matrix.det_of_isLowerTriangular]
  · simp [lower]
  · intro i j hij
    have hlt : (i : ℕ) < j := Fin.lt_def.mp (OrderDual.toDual_lt_toDual.mp hij)
    have h1 : ¬ (i : ℕ) = j := by omega
    have h2 : ¬ (i : ℕ) = j + 1 := by omega
    simp only [lower, Matrix.of_apply, if_neg h1, if_neg h2, add_zero]
```

The theorem for one step states four things: the new data are admissible, $Q_n=d_n$, $\det L=1$, and $J'=L^{-1}JL$. Its last part substitutes both products and cancels $L^{-1}L$.

```lean
/-- A quotient-difference step takes admissible data to admissible data with last quotient
`d n`, and the old and new tridiagonal matrices are similar through the lower bidiagonal
factor, whose determinant is one. -/
theorem qd_step_similar {n : ℕ} {q e : ℕ → ℝ} (h : Admissible n q e) :
    Admissible n (newQ q e) (newE q e) ∧ newQ q e n = aux q e n ∧
      (lower n e).det = 1 ∧
      tri n (newQ q e) (newE q e) = (lower n e)⁻¹ * tri n q e * lower n e := by
  have hlast : newQ q e n = aux q e n := by simp [newQ, h.e_last]
  have hQ : ∀ i, i ≤ n → 0 < newQ q e i := by
    intro i hi
    rcases Nat.lt_or_eq_of_le hi with h1 | h1
    · exact add_pos (aux_pos h i hi) (h.e_pos i h1)
    · rw [h1, hlast]
      exact aux_pos h n le_rfl
  refine ⟨⟨hQ, fun i hi => ?_, by simp [newE, h.e_last]⟩, hlast, det_lower n e, ?_⟩
  · exact div_pos (mul_pos (h.e_pos i hi) (h.q_pos (i + 1) hi)) (hQ i hi.le)
  · -- cancel the lower factor in `L⁻¹ (L R) L`
    have hu : IsUnit (lower n e).det := by rw [det_lower]; exact isUnit_one
    rw [← upper_mul_lower h, ← lower_mul_upper, ← Matrix.mul_assoc,
      Matrix.nonsing_inv_mul _ hu, Matrix.one_mul]
```

For repetition, `step` acts on the pair $(q,e)$, and `step^[k]` applies it $k$ times. The induction uses the equality of the characteristic polynomials of $RL$ and $LR$.

```lean
/-- One quotient-difference step as a map on the pair `(q, e)`, for data with
`d i + e i ≠ 0`. -/
def step (p : (ℕ → ℝ) × (ℕ → ℝ)) : (ℕ → ℝ) × (ℕ → ℝ) := (newQ p.1 p.2, newE p.1 p.2)

/-- Starting from admissible data, any number of quotient-difference steps keeps the data
admissible and leaves the characteristic polynomial of the tridiagonal matrix unchanged. -/
theorem qd_iterate_charpoly {n : ℕ} {p : (ℕ → ℝ) × (ℕ → ℝ)}
    (h : Admissible n p.1 p.2) (k : ℕ) :
    Admissible n (step^[k] p).1 (step^[k] p).2 ∧
      (tri n (step^[k] p).1 (step^[k] p).2).charpoly = (tri n p.1 p.2).charpoly := by
  induction k with
  | zero => exact ⟨h, rfl⟩
  | succ k ih =>
    obtain ⟨ha, hc⟩ := ih
    rw [Function.iterate_succ_apply']
    refine ⟨(qd_step_similar ha).1, Eq.trans ?_ hc⟩
    -- `R L` and `L R` have the same characteristic polynomial
    simp only [step]
    rw [← upper_mul_lower ha, ← lower_mul_upper, Matrix.charpoly_mul_comm]

end

end QuotientDifference
```

```lean
#print axioms QuotientDifference.qd_iterate_charpoly
-- 'QuotientDifference.qd_iterate_charpoly' depends on axioms: [propext, Classical.choice, Quot.sound]
```

The eigenvalues, with their algebraic multiplicities, are therefore the same after every step. Reading them off the diagonal also requires the $E_i$ to tend to zero under iteration; that convergence is not part of the theorems, which concern real numbers and not rounded ones.
